# The lowest energy of two opposite-spin electrons on the Hubbard dimer

Two electrons of opposite spin occupy a two-site Hubbard model with hopping amplitude t > 0, equal site energies set to zero, and an energy U, of either sign, for double occupation of a site. The theorem `twoElectron_ground` states that the lowest energy is (U − √(U² + 16t²))/2, that is, that this number is the least real eigenvalue of the 4 × 4 Hamiltonian matrix. The attempt calls this number E and first shows that it is an eigenvalue, by giving the unnormalised eigenvector (2t, 2t, U − E, U − E). It then supposes that some eigenvalue e lies below E and uses the four component equations to show that every amplitude of its eigenvector vanishes, which contradicts the eigenvector's being nonzero.

The first attempt, which Lean rejects:

```lean
import Mathlib

open Matrix Filter Topology

namespace HubbardDimerChargeGap

noncomputable section

/-- The energy levels of a real Hamiltonian matrix: its real eigenvalues. -/
def levels {n : Type*} [Fintype n] (H : Matrix n n ℝ) : Set ℝ :=
  {e | ∃ v : n → ℝ, v ≠ 0 ∧ H *ᵥ v = e • v}

/-- Two electrons of opposite spin on the dimer, in the basis
(↑↓, 0), (0, ↑↓), (↑, ↓), (↓, ↑). -/
def twoElectron (t U : ℝ) : Matrix (Fin 4) (Fin 4) ℝ :=
  !![U, 0, -t, -t; 0, U, -t, -t; -t, -t, 0, 0; -t, -t, 0, 0]

/-- The lowest level of two electrons of opposite spin on the dimer is
`(U - √(U² + 16t²)) / 2`. -/
theorem twoElectron_ground {t : ℝ} (ht : 0 < t) (U : ℝ) :
    IsLeast (levels (twoElectron t U)) ((U - √(U ^ 2 + 16 * t ^ 2)) / 2) := by
  have hS : √(U ^ 2 + 16 * t ^ 2) ^ 2 = U ^ 2 + 16 * t ^ 2 := Real.sq_sqrt (by positivity)
  have hb := abs_lt_of_sq_lt_sq' (a := U) (b := √(U ^ 2 + 16 * t ^ 2))
    (by rw [hS]; nlinarith [pow_pos ht 2]) (Real.sqrt_nonneg _)
  obtain ⟨E, hE⟩ : ∃ E, E = (U - √(U ^ 2 + 16 * t ^ 2)) / 2 := ⟨_, rfl⟩
  have hq : E ^ 2 - U * E - 4 * t ^ 2 = 0 := by
    rw [hE]
    linear_combination hS / 4
  have hE0 : E < 0 := by linarith [hb.2]
  have hEU : E < U := by linarith [hb.1]
  have hE2 : 2 * E < U := by linarith [hb.1, hb.2]
  rw [← hE]
  constructor
  · refine ⟨![2 * t, 2 * t, U - E, U - E], ?_, ?_⟩
    · intro h
      have h0 := congrFun h 0
      simp [ht.ne'] at h0
    · ext i
      fin_cases i <;> simp [twoElectron, Matrix.mulVec, dotProduct, Fin.sum_univ_four] <;>
        first
          | linear_combination hq
          | linear_combination (0 : ℝ) * hq
  · rintro e ⟨v, hv, h⟩
    by_contra hlt
    have hlt' : e < E := lt_of_not_ge hlt
    have h0 := congrFun h 0
    have h1 := congrFun h 1
    have h2 := congrFun h 2
    have h3 := congrFun h 3
    simp [twoElectron, Matrix.mulVec, dotProduct, Fin.sum_univ_four] at h0 h1 h2 h3
    -- below the lower root the secular polynomial is positive
    have hpos : 0 < e ^ 2 - U * e - 4 * t ^ 2 := by
      nlinarith [mul_pos (sub_pos.mpr hlt') (show 0 < U - e - E by linarith)]
    have hs : (e ^ 2 - U * e - 4 * t ^ 2) * (v 0 + v 1) = 0 := by
      linear_combination (-e) * (h0 + h1) - 2 * t * (h2 + h3)
    have hs' := (mul_eq_zero.mp hs).resolve_left hpos.ne'
    have he : e ≠ 0 := by intro h; linarith
    have hUe : U - e ≠ 0 := by intro h; linarith
    -- hence every amplitude vanishes
    have v2 : v 2 = 0 := (mul_eq_zero.mp
      (show e * v 2 = 0 by linear_combination (-t) * hs' - h2)).resolve_left he
    have v3 : v 3 = 0 := (mul_eq_zero.mp
      (show e * v 3 = 0 by linear_combination (-t) * hs' - h3)).resolve_left he
    have v0 : v 0 = 0 := (mul_eq_zero.mp
      (show (U - e) * v 0 = 0 by linear_combination h0 + t * v2 + t * v3)).resolve_left hUe
    have v1 : v 1 = 0 := by linarith
    apply hv
    ext i
    fin_cases i
    · exact v0
    · exact v1
    · exact v2
    · exact v3

end

end HubbardDimerChargeGap
```

Lean reports:

```
Main.lean:55:6: error: ring failed, ring expressions not equal
t : ℝ
ht : 0 < t
U : ℝ
hS : √(U ^ 2 + 16 * t ^ 2) ^ 2 = U ^ 2 + 16 * t ^ 2
hb : -√(U ^ 2 + 16 * t ^ 2) < U ∧ U < √(U ^ 2 + 16 * t ^ 2)
E : ℝ
hE : E = (U - √(U ^ 2 + 16 * t ^ 2)) / 2
hq : E ^ 2 - U * E - 4 * t ^ 2 = 0
hE0 : E < 0
hEU : E < U
hE2 : 2 * E < U
e : ℝ
v : Fin 4 → ℝ
hv : v ≠ 0
h : twoElectron t U *ᵥ v = e • v
hlt : ¬E ≤ e
hlt' : e < E
h0 : U * v 0 + -(t * v 2) + -(t * v 3) = e * v 0
h1 : U * v 1 + -(t * v 2) + -(t * v 3) = e * v 1
h2 : -(t * v 0) + -(t * v 1) = e * v 2
h3 : -(t * v 0) + -(t * v 1) = e * v 3
hpos : 0 < e ^ 2 - U * e - 4 * t ^ 2
⊢ -(e * t * v 2 * 4) - e * t * v 3 * 4 - t ^ 2 * v 0 * 8 - t ^ 2 * v 1 * 8 = 0
```

The mended proof, as a diff:

```diff
@@ -53,5 +53,5 @@
       nlinarith [mul_pos (sub_pos.mpr hlt') (show 0 < U - e - E by linarith)]
     have hs : (e ^ 2 - U * e - 4 * t ^ 2) * (v 0 + v 1) = 0 := by
-      linear_combination (-e) * (h0 + h1) - 2 * t * (h2 + h3)
+      linear_combination (-e) * (h0 + h1) + 2 * t * (h2 + h3)
     have hs' := (mul_eq_zero.mp hs).resolve_left hpos.ne'
     have he : e ≠ 0 := by intro h; linarith
```

The one error is a wrong sign in the proof of `hs`, which says that (e² − Ue − 4t²)(v₀ + v₁) = 0. `linear_combination` subtracts the proposed combination of hypotheses from the goal and asks `ring` to check that nothing is left.

Here the term `(-e) * (h0 + h1)` accounts for the parts in e² and Ue, but leaves −4t²(v₀ + v₁) − 2te(v₂ + v₃). That is exactly the left side minus the right side of `2 * t * (h2 + h3)`, so this term has to be added. The attempt subtracted it, which doubled the remainder instead of cancelling it. The result is the expression in the message, −8t²(v₀ + v₁) − 4te(v₂ + v₃) when grouped. `ring` does not use the hypotheses `h2` and `h3`, so it cannot reduce this to zero.

The diff changes the minus before `2 * t * (h2 + h3)` to a plus. The remainder then cancels identically, and `ring` closes the goal.
